# A positive semidefinite Hamiltonian with an exact coupled-cluster ground state and a negative singles-truncated excitation energy

Suppose a truncated equation-of-motion calculation returns a negative excitation energy. One might conclude that the coupled-cluster state is not the ground state, and start looking for a lower one. That search can be futile: the ground state may be exact and the negative value produced by the truncation alone. The variational argument that would forbid this applies to symmetric matrices, and the similarity-transformed Hamiltonian is generally not symmetric. The problems below construct an example with three states, a rank-one Hamiltonian and a single cluster amplitude.

## Three states and one amplitude

Let $e_0,e_1,e_2$ be orthonormal: the reference, a single and a double excitation. States are real vectors, of type `Fin 3 → ℝ`, with indices starting at 0.

In Lean 4 with Mathlib:

```lean
import Mathlib

open Matrix

namespace TruncatedEOMNegativeExcitation

noncomputable section
```

For a real vector $w$, the Hamiltonian is $H=ww^\top$. If $w\neq0$, this is $w\cdot w$ times the projector onto the normalised vector $w/\sqrt{w\cdot w}$. It is a model matrix, not derived from one- and two-electron integrals, and its energy unit is arbitrary.

```lean
/-- The Hamiltonian `w wᵀ` on the space spanned by the reference `e0`, a single `e1`
and a double `e2`. -/
def rankOne (w : Fin 3 → ℝ) : Matrix (Fin 3) (Fin 3) ℝ := vecMulVec w w
```

With $E_{ij}$ the matrix that takes $e_j$ to $e_i$, the cluster operator is $T=t(E_{10}+E_{21})$. The real number $t$ is its only amplitude, and there is no independent $E_{20}$ term.

```lean
/-- The cluster operator `T = t (E_10 + E_21)`, which raises the excitation level by one. -/
def cluster (t : ℝ) : Matrix (Fin 3) (Fin 3) ℝ := !![0, 0, 0; t, 0, 0; 0, t, 0]
```

The transformed Hamiltonian is $\bar H=e^{-T}He^{T}$, where `NormedSpace.exp` is the full matrix exponential.

```lean
/-- The similarity-transformed Hamiltonian `exp(-T) H exp(T)`. -/
def hbar (H T : Matrix (Fin 3) (Fin 3) ℝ) : Matrix (Fin 3) (Fin 3) ℝ :=
  NormedSpace.exp (-T) * H * NormedSpace.exp T

/-- The reference state `e0`. -/
def reference : Fin 3 → ℝ := ![1, 0, 0]
```

The coupled-cluster energy is $\bar H_{00}$. With only one single excitation, the singles block of $\bar H$ is the number $\bar H_{11}$, so the truncated excitation energy is $\bar H_{11}-\bar H_{00}$. The definition accepts any $H$ and $T$; whether the amplitude equations hold must be shown separately.

```lean
/-- The equation-of-motion excitation energy truncated to the single `e1`: the diagonal
element of the transformed Hamiltonian on `e1` minus the coupled-cluster energy. -/
def singlesEnergy (H T : Matrix (Fin 3) (Fin 3) ℝ) : ℝ := hbar H T 1 1 - hbar H T 0 0
```

The last definition is a family of vectors $w$, one for each amplitude.

```lean
/-- The vector `(-t, 3, -4/t)`. -/
def family (t : ℝ) : Fin 3 → ℝ := ![-t, 3, -(4 / t)]
```

## (a) Expectation values of the Hamiltonian

Show that $H$ is symmetric and that, for every real $x$,
$$x^\top Hx\ge 0 .$$

Symmetry follows from $w_iw_j=w_jw_i$. For the expectation value,
$$x^\top ww^\top x=(w\cdot x)^2\ge0 .$$

`PosSemidef` contains both properties. The proof treats them in turn, and `h` is the perfect square.

```lean
/-- The Hamiltonian `w wᵀ` is positive semidefinite. -/
theorem rankOne_posSemidef (w : Fin 3 → ℝ) : (rankOne w).PosSemidef := by
  refine PosSemidef.of_dotProduct_mulVec_nonneg ?_ ?_
  · exact Matrix.IsHermitian.ext fun i j => by simp [rankOne, vecMulVec_apply, mul_comm]
  · intro x
    -- the expectation value is a perfect square
    have h : star x ⬝ᵥ (rankOne w *ᵥ x) = (w ⬝ᵥ x) ^ 2 := by
      simp [rankOne, mulVec, dotProduct, Fin.sum_univ_three, vecMulVec_apply]
      ring
    rw [h]
    positivity
```

## (b) An exponential series that stops

Let $A$ be a $3\times3$ matrix with $A^3=0$. Show that
$$e^A=1+A+\tfrac12A^2 .$$

In $\sum_n A^n/n!$, each term with $n\ge3$ contains the factor $A^3=0$. The terms $n=0,1,2$ remain. In the proof, `tsum_eq_sum` performs this reduction from the infinite series to three terms.

```lean
/-- The exponential series of a matrix with vanishing cube stops after the quadratic term. -/
theorem exp_of_cube_eq_zero (A : Matrix (Fin 3) (Fin 3) ℝ) (hA : A ^ 3 = 0) :
    NormedSpace.exp A = 1 + A + (2 : ℝ)⁻¹ • A ^ 2 := by
  have h := congrFun
    (NormedSpace.exp_eq_tsum (𝕂 := ℝ) (𝔸 := Matrix (Fin 3) (Fin 3) ℝ)) A
  refine h.trans ?_
  rw [tsum_eq_sum (s := Finset.range 3)]
  · simp [Finset.sum_range_succ, Nat.factorial]
  · intro n hn
    have h3 : 3 ≤ n := by simpa using hn
    rw [pow_eq_zero_of_le h3 hA, smul_zero]
```

## (c) The wave operator

Show that
$$e^T=\begin{pmatrix}1&0&0\\ t&1&0\\ t^2/2&t&1\end{pmatrix}.$$

Since $Te_0=te_1$, $Te_1=te_2$ and $Te_2=0$, we have $T^2=t^2E_{20}$ and $T^3=0$. Part (b) gives $e^T=1+T+\tfrac12t^2E_{20}$, which is the stated matrix. The double excitation thus enters $e^Te_0$ only through the square of the amplitude. The proof checks $T^3=0$ and then the result entry by entry.

```lean
/-- The wave operator `exp(T)` in explicit form. -/
theorem exp_cluster (t : ℝ) :
    NormedSpace.exp (cluster t) = !![1, 0, 0; t, 1, 0; t ^ 2 / 2, t, 1] := by
  have h3 : cluster t ^ 3 = 0 := by
    ext i j
    fin_cases i <;> fin_cases j <;>
      simp [cluster, pow_succ, Matrix.mul_apply, Fin.sum_univ_three]
  rw [exp_of_cube_eq_zero _ h3]
  ext i j
  fin_cases i <;> fin_cases j <;>
    simp [cluster, pow_succ]
  ring
```

## (d) The transformed Hamiltonian as an outer product

Show that $\bar H=ab^\top$ with
$$a=\begin{pmatrix}w_0\\ w_1-tw_0\\ w_2-tw_1+\tfrac{t^2}{2}w_0\end{pmatrix},\qquad
b=\begin{pmatrix}w_0+tw_1+\tfrac{t^2}{2}w_2\\ w_1+tw_2\\ w_2\end{pmatrix}.$$

Group the factors as
$$e^{-T}ww^\top e^T=(e^{-T}w)\,(w^\top e^T).$$
Replacing $t$ by $-t$ in (c) gives $e^{-T}$, and multiplying it by $w$ gives $a$. Multiplying the row $w^\top$ by $e^T$ gives $b^\top$. In general $a$ and $b$ are not parallel, so $\bar H$ is not symmetric.

In the proof, `hneg` identifies $-T$ with the cluster operator of amplitude $-t$; the nine entries are then compared.

```lean
/-- The transformed Hamiltonian is the outer product of `exp(-T) w` and `exp(T)ᵀ w`,
written out in components. -/
theorem hbar_rankOne (w : Fin 3 → ℝ) (t : ℝ) :
    hbar (rankOne w) (cluster t) =
      vecMulVec ![w 0, w 1 - t * w 0, w 2 - t * w 1 + t ^ 2 / 2 * w 0]
        ![w 0 + t * w 1 + t ^ 2 / 2 * w 2, w 1 + t * w 2, w 2] := by
  have hneg : -cluster t = cluster (-t) := by
    ext i j
    fin_cases i <;> fin_cases j <;> simp [cluster]
  rw [hbar, hneg, exp_cluster, exp_cluster]
  ext i j
  fin_cases i <;> fin_cases j <;>
    simp [rankOne, Matrix.mul_apply, Matrix.vecMul, dotProduct, vecMulVec_apply,
      Fin.sum_univ_three] <;> ring
```

## (e) Eigenvalues without truncation

Let $\bar Hx=\mu x$ with $x\ne0$ and $\mu$ real. Show that
$$\mu=0\quad\text{or}\quad\mu=w\cdot w .$$

The exponentials cancel in $b\cdot a=w^\top e^Te^{-T}w=w\cdot w$. Hence
$$\bar H^2=a(b\cdot a)b^\top=(w\cdot w)\bar H .$$
Applying both sides to $x$ gives $\mu^2x=(w\cdot w)\mu x$. Some component of $x$ is nonzero, so $\mu(\mu-w\cdot w)=0$.

The identity for $\bar H^2$ is `hsq`, and the remaining lines select that component and factorise. The full transformed matrix therefore has no negative real eigenvalue.

```lean
/-- Without truncation, every real eigenvalue of the transformed Hamiltonian is `0` or
`w · w`. -/
theorem full_eigenvalue (w x : Fin 3 → ℝ) (t μ : ℝ) (hx0 : x ≠ 0)
    (hx : hbar (rankOne w) (cluster t) *ᵥ x = μ • x) : μ = 0 ∨ μ = w ⬝ᵥ w := by
  -- the square of the transformed Hamiltonian is `w · w` times the transformed Hamiltonian
  have hsq : hbar (rankOne w) (cluster t) * hbar (rankOne w) (cluster t) =
      (w ⬝ᵥ w) • hbar (rankOne w) (cluster t) := by
    rw [hbar_rankOne]
    ext i j
    fin_cases i <;> fin_cases j <;>
      simp [Matrix.mul_apply, dotProduct, Fin.sum_univ_three] <;> ring
  have h := congrArg (fun M => M *ᵥ x) hsq
  simp only [← Matrix.mulVec_mulVec, Matrix.smul_mulVec, hx, Matrix.mulVec_smul] at h
  obtain ⟨i, hi⟩ := Function.ne_iff.mp hx0
  have hi' : x i ≠ 0 := hi
  have hc : μ * (μ * x i) = (w ⬝ᵥ w) * (μ * x i) := congrFun h i
  have hz : (μ * (μ - w ⬝ᵥ w)) * x i = 0 := by linear_combination hc
  rcases mul_eq_zero.mp ((mul_eq_zero.mp hz).resolve_right hi') with h0 | h1
  · exact Or.inl h0
  · exact Or.inr (sub_eq_zero.mp h1)
```

## (f) An exact ground state with a negative truncated energy

Take $w=(-t,3,-4/t)$ with $t\neq0$. Show that
$$\bar He_0=0,\qquad \bar H_{11}-\bar H_{00}=-(t^2+3).$$

The first column of $\bar H$ is $b_0a$, where
$$b_0=-t+3t-\frac{t^2}{2}\cdot\frac4t=0 .$$
So $\bar He_0=0$: the amplitude equations hold and the coupled-cluster energy is zero. Multiplying by $e^T$ gives $He^Te_0=0$, and by (a) no state has lower energy. For the single excitation,
$$a_1=3+t^2,\qquad b_1=3-4=-1,$$
so $\bar H_{11}=a_1b_1=-(t^2+3)$, while $\bar H_{00}=a_0b_0=0$.

The case $t=0$ is different in kind. There $T=0$ and $\bar H=H$, with diagonal elements $w_i^2$. If $\bar He_0=0$ also holds, then $\bar H_{00}=0$ and the truncated energy is $w_1^2\ge0$.

In the proof, `hb` is the equation $b_0=0$, `hcol` extends it to the whole first column, and the final `linear_combination` evaluates the energy.

```lean
/-- For `w = (-t, 3, -4/t)` with `t ≠ 0`, the transformed Hamiltonian annihilates the
reference, and the singles-truncated excitation energy is `-(t² + 3)`. -/
theorem family_energy (t : ℝ) (ht : t ≠ 0) :
    hbar (rankOne (family t)) (cluster t) *ᵥ reference = 0 ∧
      singlesEnergy (rankOne (family t)) (cluster t) = -(t ^ 2 + 3) := by
  have h : t * (4 / t) = 4 := by field_simp
  -- the overlap of `w` with `exp(T) e0` vanishes
  have hb : -t + t * 3 + t ^ 2 / 2 * (-(4 / t)) = 0 := by
    linear_combination (-t / 2) * h
  constructor
  · have hcol : ∀ i, hbar (rankOne (family t)) (cluster t) i 0 = 0 := by
      intro i
      rw [hbar_rankOne, vecMulVec_apply]
      refine mul_eq_zero_of_right _ ?_
      exact hb
    ext i
    simp [mulVec, dotProduct, Fin.sum_univ_three, reference, hcol]
  · rw [singlesEnergy, hbar_rankOne]
    change (3 - t * (-t)) * (3 + t * (-(4 / t))) -
      (-t) * (-t + t * 3 + t ^ 2 / 2 * (-(4 / t))) = -(t ^ 2 + 3)
    linear_combination (-(3 + t ^ 2)) * h + t * hb
```

## (g) The example with amplitude 2

For $w=(-2,3,-2)$ and $t=2$, show that $H$ is positive semidefinite, that $\bar He_0=0$, and that
$$\bar H_{11}=\bar H_{11}-\bar H_{00}=-7 .$$

Part (a) covers the first claim. Part (d) gives $a=(-2,7,-12)$ and $b=(0,-1,-2)$, hence
$$\bar H=\begin{pmatrix}0&2&4\\0&-7&-14\\0&12&24\end{pmatrix}.$$
The zero column and the entry $-7$ can be read off. The coupled-cluster ground state is $e^Te_0=(1,2,2)$, or $(1,2,2)/3$ when normalised, and it is orthogonal to $w$.

Restoring the double excitation repairs the spectrum. The lower right $2\times2$ block has trace $17$ and determinant $-168+168=0$, so its eigenvalues are $0$ and $17=w\cdot w$. The exact ground level is therefore degenerate, and the true excitation energies are $0$ and $17$.

The proof recognises $w$ as the family member at $t=2$ and uses (f), with a direct evaluation of $\bar H_{11}$ from (d).

```lean
/-- For `w = (-2, 3, -2)` and `T = 2 (E_10 + E_21)`, the Hamiltonian `w wᵀ` is positive
semidefinite and its transform annihilates the reference, yet the diagonal element on `e1`
and the singles-truncated excitation energy are both `-7`. -/
theorem negative_truncated_excitation :
    (rankOne ![-2, 3, -2]).PosSemidef ∧
      hbar (rankOne ![-2, 3, -2]) (cluster 2) *ᵥ reference = 0 ∧
      hbar (rankOne ![-2, 3, -2]) (cluster 2) 1 1 = -7 ∧
      singlesEnergy (rankOne ![-2, 3, -2]) (cluster 2) = -7 := by
  have hw : (![-2, 3, -2] : Fin 3 → ℝ) = family 2 := by
    ext i
    fin_cases i <;> norm_num [family]
  refine ⟨rankOne_posSemidef _, ?_, ?_, ?_⟩
  · rw [hw]
    exact (family_energy 2 two_ne_zero).1
  · rw [hbar_rankOne]
    change ((3 : ℝ) - 2 * (-2)) * (3 + 2 * (-2)) = -7
    norm_num
  · rw [hw, (family_energy 2 two_ne_zero).2]
    norm_num
```

For equation-of-motion practice, this three-state, one-amplitude model shows that a negative truncated root does not by itself prove the coupled-cluster ground state wrong. It does not say how often this happens for molecular Hamiltonians, and at amplitude 2 the reference has a weight of only $1/9$ in the normalised coupled-cluster state.

## (h) The size of the failure

Show that for every real $c<1$ there are $w$ and $t$ with $\bar He_0=0$ and
$$\bar H_{11}-\bar H_{00}<-c\,(w\cdot w).$$

Use the family of (f), for which $w\cdot w=t^2+9+16/t^2$. The inequality to prove is $t^2+3>c\,(w\cdot w)$, which is equivalent to
$$(1-c)(w\cdot w)>6+\frac{16}{t^2}.$$
Choose $t=1+25/(1-c)$. Then $t\ge1$, so the right side is at most $22$. Moreover $(1-c)t^2\ge(1-c)t>25$, so the left side exceeds $25$.

As $t\to\infty$, the ratio of the truncated energy to $w\cdot w$ tends to $-1$, without reaching it within this family. This is not a limit on the failure in the model. For $w=(-t,p,-2(p-1)/t)$ with $p>2$, part (d) again gives $\bar He_0=0$, and the truncated energy is $-(p-2)(t^2+p)$. Its ratio to $w\cdot w$ tends to $-(p-2)$, so the error can exceed the whole width of the exact spectrum by any factor. The theorem below uses only $p=3$ and covers $c<1$.

In the proof, `hbig` is the bound by 25, `hu` bounds $16/t^2$ by 16, and `linarith` combines them.

```lean
/-- For every `c < 1` there are `w` and `t` for which the transform of `w wᵀ` annihilates the
reference while the singles-truncated excitation energy lies below `-c (w · w)`. -/
theorem truncation_error_on_spectral_scale (c : ℝ) (hc : c < 1) :
    ∃ (w : Fin 3 → ℝ) (t : ℝ), hbar (rankOne w) (cluster t) *ᵥ reference = 0 ∧
      singlesEnergy (rankOne w) (cluster t) < -c * (w ⬝ᵥ w) := by
  have hd : 0 < 1 - c := by linarith
  -- a large amplitude `t` makes the term `t²` dominate
  obtain ⟨t, ht⟩ : ∃ t : ℝ, t = 1 + 25 / (1 - c) := ⟨_, rfl⟩
  have hq : 0 < 25 / (1 - c) := by positivity
  have ht1 : 1 ≤ t := by linarith
  have ht0 : 0 < t := by linarith
  have hmul : (1 - c) * t = (1 - c) + 25 := by
    rw [ht, mul_add, mul_one, mul_div_cancel₀ _ hd.ne']
  have hbig : 25 ≤ (1 - c) * t ^ 2 := by
    nlinarith [mul_nonneg (mul_nonneg hd.le ht0.le) (sub_nonneg.mpr ht1)]
  have hu0 : 0 ≤ 4 / t := by positivity
  have hu4 : 4 / t ≤ 4 := by
    rw [div_le_iff₀ ht0]
    linarith
  have hu : (4 / t) ^ 2 ≤ 16 := by nlinarith
  have hww : family t ⬝ᵥ family t = t ^ 2 + 9 + (4 / t) ^ 2 := by
    rw [dotProduct, Fin.sum_univ_three]
    change (-t) * (-t) + 3 * 3 + (-(4 / t)) * (-(4 / t)) = _
    ring
  refine ⟨family t, t, (family_energy t ht0.ne').1, ?_⟩
  rw [(family_energy t ht0.ne').2, hww]
  have hrest : 0 ≤ (1 - c) * (9 + (4 / t) ^ 2) := by positivity
  linarith

end

end TruncatedEOMNegativeExcitation
```

```lean
#print axioms TruncatedEOMNegativeExcitation.full_eigenvalue
-- 'TruncatedEOMNegativeExcitation.full_eigenvalue' depends on axioms: [propext, Classical.choice, Quot.sound]
#print axioms TruncatedEOMNegativeExcitation.negative_truncated_excitation
-- 'TruncatedEOMNegativeExcitation.negative_truncated_excitation' depends on axioms: [propext, Classical.choice, Quot.sound]
#print axioms TruncatedEOMNegativeExcitation.truncation_error_on_spectral_scale
-- 'TruncatedEOMNegativeExcitation.truncation_error_on_spectral_scale' depends on axioms: [propext, Classical.choice, Quot.sound]
```
